# A Hermitian Hamiltonian with a positive definite overlap matrix has a complete overlap-orthonormal set of eigenstates in finite dimension

In a finite basis that need not be orthonormal, stationary states solve the generalised eigenvalue problem $Hu = eSu$, where $S$ is the overlap matrix. The theorem `exists_eigenbasis` states that, for complex matrices with $H$ Hermitian and $S$ positive definite, there are real energies $e_f$ and vectors $u_f$, as many as the dimension, with $Hu_f = e_f S u_f$ and $u_f^\dagger S u_g = \delta_{fg}$. The attempt first builds a matrix $T$ with $T^\dagger S T = 1$, by scaling the eigenvectors of $S$ by the inverse square roots of their eigenvalues. It then diagonalises $T^\dagger H T$ with a unitary $W$ and takes the columns of $TW$ as the eigenstates.

An attempt in Lean 4 with a fault in it:

```lean
import Mathlib

open Matrix
open scoped ComplexOrder

noncomputable section

namespace ExistsEigenbasis

variable {n : Type*} [Fintype n] [DecidableEq n]

/-- A complete set of `S`-orthonormal states `u f` with real energies `e f` that solve the
generalized eigenvalue problem `H u = e S u`. -/
structure IsEigenbasis (H S : Matrix n n ℂ) (e : n → ℝ) (u : n → n → ℂ) : Prop where
  orthonormal : ∀ f g, star (u f) ⬝ᵥ (S *ᵥ u g) = if f = g then 1 else 0
  eigen : ∀ f, H *ᵥ u f = (e f : ℂ) • (S *ᵥ u f)

/-- A Hermitian matrix is diagonalised by a unitary matrix of eigenvectors. -/
theorem hermitian_diagonalisation {A : Matrix n n ℂ} (hA : A.IsHermitian) :
    ∃ V : Matrix n n ℂ, Vᴴ * V = 1 ∧
      A * V = V * diagonal (fun i => (hA.eigenvalues i : ℂ)) := by
  refine ⟨(hA.eigenvectorUnitary : Matrix n n ℂ), ?_, ?_⟩
  · exact Matrix.mem_unitaryGroup_iff'.mp hA.eigenvectorUnitary.2
  · ext i j
    have h := congrFun (hA.mulVec_eigenvectorBasis j) i
    rw [Pi.smul_apply, Complex.real_smul, mul_comm] at h
    rw [Matrix.mul_diagonal]
    exact h

/-- For a Hermitian `H` and a positive definite overlap `S`, a complete set of
`S`-orthonormal eigenstates with real energies exists. -/
theorem exists_eigenbasis {H S : Matrix n n ℂ} (hH : H.IsHermitian) (hS : S.PosDef) :
    ∃ (e : n → ℝ) (u : n → n → ℂ), IsEigenbasis H S e u := by
  -- whiten the overlap: find `T` with `Tᴴ S T = 1`
  obtain ⟨T, hT⟩ : ∃ T : Matrix n n ℂ, Tᴴ * (S * T) = 1 := by
    obtain ⟨V, hV, hSV⟩ := hermitian_diagonalisation hS.isHermitian
    let r : n → ℂ := fun i => (((√(hS.isHermitian.eigenvalues i))⁻¹ : ℝ) : ℂ)
    have hR : (diagonal r)ᴴ = diagonal r := by
      rw [Matrix.diagonal_conjTranspose]
      congr 1
      funext i
      exact Complex.conj_ofReal _
    refine ⟨V * diagonal r, ?_⟩
    calc (V * diagonal r)ᴴ * (S * (V * diagonal r))
        = (diagonal r)ᴴ * (Vᴴ * (S * V)) * diagonal r := by
          simp only [Matrix.conjTranspose_mul, Matrix.mul_assoc]
      _ = diagonal r * diagonal (fun i => (hS.isHermitian.eigenvalues i : ℂ))
            * diagonal r := by
          rw [hSV, ← Matrix.mul_assoc Vᴴ, hV, Matrix.one_mul, hR]
      _ = 1 := by
          rw [Matrix.diagonal_mul_diagonal, Matrix.diagonal_mul_diagonal,
            ← Matrix.diagonal_one]
          congr 1
          funext i
          have hd := hS.eigenvalues_pos i
          have aux : ∀ s : ℝ, 0 < s → s⁻¹ * (s * s) * s⁻¹ = 1 := by
            intro s hs
            field_simp
          have h := aux _ (Real.sqrt_pos.mpr hd)
          rw [Real.mul_self_sqrt hd.le] at h
          exact_mod_cast h
  -- diagonalise the Hamiltonian in the whitened basis
  have hK : (Tᴴ * (H * T)).IsHermitian := by
    simp only [Matrix.IsHermitian, Matrix.conjTranspose_mul,
      Matrix.conjTranspose_conjTranspose, hH.eq, Matrix.mul_assoc]
  obtain ⟨W, hW, hKW⟩ := hermitian_diagonalisation hK
  have hU : (T * W)ᴴ * (S * (T * W)) = 1 := by
    calc (T * W)ᴴ * (S * (T * W)) = Wᴴ * (Tᴴ * (S * T)) * W := by
          simp only [Matrix.conjTranspose_mul, Matrix.mul_assoc]
      _ = 1 := by rw [hT, Matrix.mul_one, hW]
  have hE : (T * W)ᴴ * (H * (T * W)) = diagonal (fun i => (hK.eigenvalues i : ℂ)) := by
    calc (T * W)ᴴ * (H * (T * W)) = Wᴴ * (Tᴴ * (H * T) * W) := by
          simp only [Matrix.conjTranspose_mul, Matrix.mul_assoc]
      _ = _ := by rw [hKW, ← Matrix.mul_assoc, hW, Matrix.one_mul]
  have hHU : H * (T * W) = S * (T * W) * diagonal (fun i => (hK.eigenvalues i : ℂ)) := by
    rw [← hE, ← Matrix.mul_assoc (S * (T * W)), mul_eq_one_comm.mp hU, Matrix.one_mul]
  refine ⟨hK.eigenvalues, fun f i => (T * W) i f, ?_, ?_⟩
  · intro f g
    exact (congrFun (congrFun hU f) g).trans Matrix.one_apply
  · intro f
    funext i
    have h := congrFun (congrFun hHU i) f
    rw [Matrix.mul_diagonal] at h
    exact h.trans (mul_comm _ _)

end ExistsEigenbasis
```

The error:

```
Main.lean:61:10: error: mod_cast has type
  (√(⋯.eigenvalues i))⁻¹ * ⋯.eigenvalues i * (√(⋯.eigenvalues i))⁻¹ = 1
but is expected to have type
  r i * ↑(⋯.eigenvalues i) * r i = 1
```

Cause. The error comes in the construction of $T$, where each diagonal entry must be shown to equal 1. The hypothesis `h` says this in the real numbers: the inverse square root of an eigenvalue of $S$, times the eigenvalue, times the inverse square root again, is 1. The goal says the same in the complex numbers, but writes the scaling factor as `r i`.

By the `let` that introduces `r`, `r i` is a real number cast to ℂ. `exact_mod_cast` does not unfold `r`, so it does not see that cast. It cannot turn the product into a cast of a real product, and the goal stays complex while `h` is real, which is the mismatch Lean reports.

The added `change` restates the goal with `r i` written out, which Lean accepts because the two forms are equal by definition. Every factor is now visibly a cast from ℝ, so `exact_mod_cast` can reduce the goal to the real equation `h`.

Fix (accepted with no message):

```diff
@@ -59,4 +59,7 @@
           have h := aux _ (Real.sqrt_pos.mpr hd)
           rw [Real.mul_self_sqrt hd.le] at h
+          change (((√(hS.isHermitian.eigenvalues i))⁻¹ : ℝ) : ℂ)
+            * (hS.isHermitian.eigenvalues i : ℂ)
+            * (((√(hS.isHermitian.eigenvalues i))⁻¹ : ℝ) : ℂ) = 1
           exact_mod_cast h
   -- diagonalise the Hamiltonian in the whitened basis
```
